# A quadratic energy of two coupled amplitudes has a stationary point when ab − c² ≠ 0

Two subsystems are each described by one real amplitude, x and y, with a quadratic energy ½ax² + ½by² + cxy − px − qy, whose stationarity conditions are ax + cy = p and cx + by = q. The theorem `stationary` states that the explicit amplitudes x = (bp − cq)/(ab − c²) and y = (aq − cp)/(ab − c²) satisfy both equations, provided ab − c² ≠ 0. The parameters are otherwise arbitrary real numbers, and neither uniqueness nor minimality of the energy is claimed. The attempt unfolds the two formulas, splits the conjunction, and on each equation calls `field_simp` to clear the denominators and `ring` to finish.

An attempt in Lean 4 with a fault in it:

```lean
import Mathlib

open Filter Topology

namespace FrozenDensityEmbedding

noncomputable section

/-- Parameters of a quadratic two-subsystem energy: stiffnesses `a`, `b`, coupling `c`,
and linear driving terms `p`, `q`. -/
structure Model where
  a : ℝ
  b : ℝ
  c : ℝ
  p : ℝ
  q : ℝ

/-- First amplitude of the joint stationary point. -/
def Model.xStar (M : Model) : ℝ := (M.b * M.p - M.c * M.q) / (M.a * M.b - M.c ^ 2)

/-- Second amplitude of the joint stationary point. -/
def Model.yStar (M : Model) : ℝ := (M.a * M.q - M.c * M.p) / (M.a * M.b - M.c ^ 2)

/-- The joint stationary point solves the two coupled subsystem equations. -/
theorem stationary (M : Model) (hD : M.a * M.b - M.c ^ 2 ≠ 0) :
    M.a * M.xStar + M.c * M.yStar = M.p ∧ M.c * M.xStar + M.b * M.yStar = M.q := by
  unfold Model.xStar Model.yStar
  constructor
  · field_simp <;> ring
  · field_simp <;> ring

end

end FrozenDensityEmbedding
```

Lean reports:

```
Try this:
  [apply] ring_nf
  
  The `ring` tactic failed to close the goal. Use `ring_nf` to obtain a normal form.
    
  Note that `ring` works primarily in *commutative* rings. If you have a noncommutative ring, abelian group or module, consider using `noncomm_ring`, `abel` or `module` instead.
Main.lean:30:2: error: unsolved goals
case right
M : Model
hD : M.a * M.b - M.c ^ 2 ≠ 0
⊢ -(M.c ^ 2 * M.q * (-M.c ^ 2 + M.b * M.a)⁻¹) + M.b * M.q * M.a * (-M.c ^ 2 + M.b * M.a)⁻¹ = M.q
```

Fix (accepted with no message):

```diff
@@ -27,6 +27,8 @@
   unfold Model.xStar Model.yStar
   constructor
-  · field_simp <;> ring
-  · field_simp <;> ring
+  · rw [← mul_div_assoc, ← mul_div_assoc, ← add_div, div_eq_iff hD]
+    ring
+  · rw [← mul_div_assoc, ← mul_div_assoc, ← add_div, div_eq_iff hD]
+    ring
 
 end
```

Diagnosis. The error is in the second equation only. The goal left over still contains the inverse of ab − c², so `field_simp` had not cleared the denominator there; the messages do not show why. `ring` then could not close the goal, and the "Try this" message reports that failure. What remains is true only because (ab − c²)·(ab − c²)⁻¹ = 1, which needs `hD`, and `ring` does not use that hypothesis.

The repair clears the denominator by hand. Two rewrites with `← mul_div_assoc` move the outer factors into the numerators, `← add_div` joins the two fractions, and `div_eq_iff hD` multiplies the equation through by ab − c², using the hypothesis that it is nonzero. The result is a polynomial identity without division, which `ring` proves. The first equation drew no error, so the same change there is mere tidying that keeps the two halves alike.
